# The mean energy changes under a momentum kick and its opposite add up to $k^2/m$, if the kick commutes with the potential

When I compute the absorption spectrum of a Mössbauer nucleus of mass $m$ bound in a local model potential, I multiply each energy transfer by its probability, add everything up, and compare the total with the recoil energy $k^2/(2m)$, where $k$ is the photon's momentum. If the two disagree, I look for a missing final state or a wrong matrix element.

The check is closely related to an operator identity. Let $H=p^2/(2m)+V$, and let the photon kick $U$ commute with $V$ and shift the momentum, $U^{-1}pU=p+k$. Then

$$U^{-1}HU+UHU^{-1}-2H=\frac{k^2}{m}.$$

The potential has dropped out completely. Can this be proved from the algebra alone, with every assumption visible and the proof checked by machine? And does the sum over final states really follow from it?

## The terms linear in momentum cancel between the two kicks

Yes to the first. The sum over final states follows from the formula for a single kick, which is also the step behind the identity, when the spectrum is discrete and the initial state has no mean momentum along the kick. I use units with $\hbar=1$, so $k$ is the photon's momentum and $U$ stands for $e^{ik\cdot x}$, with $x$ the position of the nucleus. Let the momentum have components $p_j$, let $W$ be the rest of the energy, and write

$$H=\frac{1}{2m}\sum_j p_j^2+W,\qquad U^{-1}p_jU=p_j+k_j,\qquad UW=WU.$$

The recoil energy $R$ is fixed by $2mR=\sum_j k_j^2=k^2$.

Inserting $UU^{-1}=1$ between the two factors of $p_j^2$ gives

$$U^{-1}p_j^2U=(U^{-1}p_jU)^2=(p_j+k_j)^2=p_j^2+2k_jp_j+k_j^2.$$

Sum over $j$ and divide by $2m$. Since $U^{-1}WU=W$,

$$U^{-1}HU=H+\frac{k\cdot p}{m}+R,\qquad k\cdot p=\sum_j k_jp_j.$$

For the opposite kick, multiply $U^{-1}p_jU=p_j+k_j$ by $U$ on the left and $U^{-1}$ on the right. This gives $p_j=Up_jU^{-1}+k_j$, so $U^{-1}$ shifts the momenta by $-k_j$. The same calculation then yields

$$UHU^{-1}=H-\frac{k\cdot p}{m}+R.$$

Adding the two results and subtracting $2H$ leaves $2R=k^2/m$. Subtracting the second from the first leaves $2k\cdot p/m$, twice the first-order Doppler term $k\cdot p/m$.

### From the operator to the spectrum

Let $|f\rangle$ be an orthonormal eigenbasis of $H$ with energies $\varepsilon_f$, and let $|i\rangle$ be the initial state, one of these eigenstates. If $U$ preserves inner products, the probabilities $|\langle f|U|i\rangle|^2$ sum to one. Because $H$ is symmetric, $\langle f|HU|i\rangle=\varepsilon_f\langle f|U|i\rangle$, and Parseval's identity gives

$$\sum_f(\varepsilon_f-\varepsilon_i)|\langle f|U|i\rangle|^2
=\langle Ui|H|Ui\rangle-\varepsilon_i
=\langle i|U^{-1}HU|i\rangle-\varepsilon_i
=\frac{\langle i|k\cdot p|i\rangle}{m}+R.$$

The Doppler term vanishes when the initial state has no mean momentum along $k$, and the sum is $R$.

### An oscillator with $R=2$ and $\omega=10$

Take $m=1$ and $k=2$, so $R=2$, and start in the ground state of a harmonic oscillator with $\omega=10$. The probability of exciting $n$ quanta is $e^{-S}S^n/n!$ with $S=R/\omega=0.2$. For $n=0,1,2,3,4$ this gives $0.8187$, $0.1637$, $0.0164$, $0.0011$ and $0.00005$. Weighting by the energies $10n$,

$$1.6375+0.3275+0.0327+0.0022=1.9999,$$

and the higher terms supply the rest of $2$. About 82% of the events transfer no energy, yet the mean transfer is the full recoil energy.

### A potential that depends on momentum

Suppose $W$ does not commute with $U$. With one momentum component, $m=1$ and $k=1$, choose $W=p^2/2$. Then $H=p^2$, and

$$(p+1)^2+(p-1)^2-2p^2=2,$$

whereas $k^2/m=1$. A nonlocal potential can therefore spoil the check even when the spectrum has been computed correctly.

## What the Lean statements say about the nucleus

The operators live in an algebra `A` over a field `K` of characteristic zero, such as the real or complex numbers. The finite type `ι` labels the momentum components. `U : Aˣ` is an invertible element, and a number $c$ enters the algebra as `c • (1 : A)`.

- `hamiltonian m p W` is $H$. `W` may hold the crystal potential and the kinetic energy of the other atoms, since both commute with a kick to this nucleus.
- `IsMomentumKick U p k` says $U^{-1}p_jU=p_j+k_j$ for every $j$. This is the property of the photon kick that the proof uses, and it is assumed; no exponential is constructed.
- `hm` is $m\neq0$, which includes the physical case $m>0$. `hR` is $2mR=k^2$, and `hW` says that $U$ commutes with $W$.

Under these hypotheses `recoil_sum_rule` states that the combination in the opening identity is the number $2R$. The components $p_j$ need not commute with one another. Nonzero finite matrices satisfy the kick relation only for $k=0$, as taking the trace shows, so the operator identity with a real kick concerns infinite-dimensional models.

`spectral_first_moment` works on a subspace `D` of a complex Hilbert space, which all the operators map into itself. This accommodates unbounded operators such as $p$. The vectors `e f` in `D` form an orthonormal basis of the whole space, with $H$`e f` $=\varepsilon_f$`e f`. The hypothesis `hiso` says that $U$ preserves inner products, `hsym` that $H$ is symmetric, and `hp` that $\sum_jk_j\langle i|p_j|i\rangle=0$. Physically, `hp` says that the nucleus does not drift along the photon direction in its initial state. The conclusion, `HasSum … R`, is that the weighted energy transfers have a convergent sum equal to $R$.

The theorem needs an eigenbasis of $H$, which an infinite crystal with a phonon continuum does not have. The model also uses the same $m$ and $W$ before and after absorption, which leaves out the second-order Doppler shift. Within these limits, the theorem gives a check on computed nuclear absorption spectra that needs no knowledge of the force constants, provided the potential commutes with the kick.

```lean
import Mathlib

open Polynomial

namespace MoessbauerRecoil

noncomputable section

variable {K A ι : Type*} [Field K] [CharZero K] [Ring A] [Algebra K A] [Fintype ι]

/-- The Hamiltonian `∑ⱼ pⱼ² / (2m) + W` of a nucleus of mass `m ≠ 0` with momentum
components `pⱼ`; `W` is the rest of the energy. -/
def hamiltonian (m : K) (p : ι → A) (W : A) : A :=
  (2 * m)⁻¹ • ∑ j, p j ^ 2 + W

/-- The invertible operator `U` shifts each momentum component by a number:
`U⁻¹ pⱼ U = pⱼ + kⱼ`. -/
def IsMomentumKick (U : Aˣ) (p : ι → A) (k : ι → K) : Prop :=
  ∀ j, (↑U⁻¹ : A) * p j * (U : A) = p j + k j • (1 : A)

omit [CharZero K] [Fintype ι] in
/-- If `U` shifts the momenta by `k`, then `U⁻¹` shifts them by `-k`. -/
theorem IsMomentumKick.inverse {U : Aˣ} {p : ι → A} {k : ι → K}
    (h : IsMomentumKick U p k) : IsMomentumKick U⁻¹ p (fun j => -k j) := by
  intro j
  have h1 : (U : A) * ((↑U⁻¹ : A) * p j * (U : A)) * (↑U⁻¹ : A) = p j := by
    simp [mul_assoc]
  rw [h j, mul_add, add_mul, mul_smul_comm, smul_mul_assoc, mul_one, Units.mul_inv] at h1
  rw [inv_inv, neg_smul, ← sub_eq_add_neg]
  exact eq_sub_of_add_eq h1

/-- For `m ≠ 0`, a kick that commutes with `W` changes the Hamiltonian by the Doppler term
`k·p/m` and the recoil energy `R`, where `2mR = k²`. -/
theorem kicked_hamiltonian {m R : K} {k : ι → K} {p : ι → A} {W : A} {U : Aˣ}
    (hm : m ≠ 0) (hR : 2 * m * R = ∑ j, k j ^ 2)
    (hU : IsMomentumKick U p k) (hW : Commute (U : A) W) :
    (↑U⁻¹ : A) * hamiltonian m p W * (U : A)
      = hamiltonian m p W + m⁻¹ • ∑ j, k j • p j + R • (1 : A) := by
  -- each squared momentum is completed to the square of the shifted momentum
  have hsq : ∀ j, (↑U⁻¹ : A) * p j ^ 2 * (U : A)
      = p j ^ 2 + (2 * k j) • p j + (k j ^ 2) • (1 : A) := by
    intro j
    calc (↑U⁻¹ : A) * p j ^ 2 * (U : A)
        = ((↑U⁻¹ : A) * p j * (U : A)) * ((↑U⁻¹ : A) * p j * (U : A)) := by
          simp [pow_two, mul_assoc]
      _ = _ := by
          rw [hU j]
          simp only [mul_add, add_mul, smul_mul_assoc, mul_smul_comm, one_mul, mul_one,
            pow_two]
          module
  have hW' : (↑U⁻¹ : A) * W * (U : A) = W := by
    rw [mul_assoc, ← hW.eq, Units.inv_mul_cancel_left]
  have hT : ∑ j, (2 * k j) • p j = (2 : K) • ∑ j, k j • p j := by
    simp only [Finset.smul_sum, mul_smul]
  have c1 : (2 * m)⁻¹ * 2 = m⁻¹ := by field_simp
  have c2 : (2 * m)⁻¹ * (2 * m * R) = R := by field_simp
  unfold hamiltonian
  rw [mul_add, add_mul, mul_smul_comm, smul_mul_assoc, Finset.mul_sum, Finset.sum_mul, hW',
    Finset.sum_congr rfl (fun j _ => hsq j), Finset.sum_add_distrib,
    Finset.sum_add_distrib, hT, ← Finset.sum_smul, ← hR, smul_add, smul_add,
    smul_smul, smul_smul, c1, c2]
  abel

/-- For `m ≠ 0`, the opposite kick reverses the Doppler term and leaves the recoil energy `R`,
`2mR = k²`, unchanged, provided the kick commutes with `W`. -/
theorem oppositely_kicked_hamiltonian {m R : K} {k : ι → K} {p : ι → A} {W : A} {U : Aˣ}
    (hm : m ≠ 0) (hR : 2 * m * R = ∑ j, k j ^ 2)
    (hU : IsMomentumKick U p k) (hW : Commute (U : A) W) :
    (U : A) * hamiltonian m p W * (↑U⁻¹ : A)
      = hamiltonian m p W - m⁻¹ • ∑ j, k j • p j + R • (1 : A) := by
  have h := kicked_hamiltonian (R := R) hm (by simp only [neg_sq]; exact hR)
    hU.inverse hW.units_inv_left
  simp only [inv_inv, neg_smul, Finset.sum_neg_distrib, smul_neg, ← sub_eq_add_neg] at h
  exact h

/-- Recoil sum rule in operator form: for `m ≠ 0` and a kick commuting with `W`,
`U⁻¹HU + UHU⁻¹ - 2H` is the number `2R`, where `R` is the recoil energy, `2mR = k²`. -/
theorem recoil_sum_rule {m R : K} {k : ι → K} {p : ι → A} {W : A} {U : Aˣ}
    (hm : m ≠ 0) (hR : 2 * m * R = ∑ j, k j ^ 2)
    (hU : IsMomentumKick U p k) (hW : Commute (U : A) W) :
    (↑U⁻¹ : A) * hamiltonian m p W * (U : A) + (U : A) * hamiltonian m p W * (↑U⁻¹ : A)
      - (2 : K) • hamiltonian m p W = (2 * R) • (1 : A) := by
  rw [kicked_hamiltonian hm hR hU hW, oppositely_kicked_hamiltonian hm hR hU hW]
  module

/-- For `m ≠ 0` and a kick commuting with `W`, the energies after opposite kicks differ by twice the
first-order Doppler term `k·p/m`: `m (U⁻¹HU - UHU⁻¹) = 2 k·p`. -/
theorem doppler_difference {m : K} {k : ι → K} {p : ι → A} {W : A} {U : Aˣ}
    (hm : m ≠ 0) (hU : IsMomentumKick U p k) (hW : Commute (U : A) W) :
    m • ((↑U⁻¹ : A) * hamiltonian m p W * (U : A)
      - (U : A) * hamiltonian m p W * (↑U⁻¹ : A)) = (2 : K) • ∑ j, k j • p j := by
  have hR : 2 * m * ((∑ j, k j ^ 2) / (2 * m)) = ∑ j, k j ^ 2 :=
    by field_simp
  rw [kicked_hamiltonian hm hR hU hW, oppositely_kicked_hamiltonian hm hR hU hW]
  rw [← smul_inv_smul₀ hm ((2 : K) • ∑ j, k j • p j)]
  congr 1
  module

/-- First-moment sum rule for the spectrum: let `H` be symmetric on a domain `D` containing an
orthonormal eigenbasis `e` with energies `ε`, and let the inner-product-preserving kick `U`
commute with `W`. If `m ≠ 0` and state `i` has no mean momentum along `k`, the energy
transfers weighted by `|⟨f|U|i⟩|²` sum to the recoil energy `R`, `2mR = k²`. -/
theorem spectral_first_moment {E κ : Type*} [NormedAddCommGroup E] [InnerProductSpace ℂ E]
    {D : Submodule ℂ E} (b : HilbertBasis κ ℂ E) (e : κ → D) (he : ∀ f, b f = (e f : E))
    (ε : κ → ℝ) {m R : ℝ} {k : ι → ℝ} {p : ι → Module.End ℂ D} {W : Module.End ℂ D}
    {U : (Module.End ℂ D)ˣ} (hm : m ≠ 0) (hR : 2 * m * R = ∑ j, k j ^ 2)
    (hU : IsMomentumKick U p (fun j => (k j : ℂ))) (hW : Commute U.val W)
    (hiso : ∀ x y : D, inner ℂ (U.val x) (U.val y) = inner ℂ x y)
    (hsym : LinearMap.IsSymmetric (hamiltonian (m : ℂ) p W))
    (heig : ∀ f, hamiltonian (m : ℂ) p W (e f) = (ε f : ℂ) • e f) (i : κ)
    (hp : ∑ j, (k j : ℂ) * inner ℂ (e i) (p j (e i)) = 0) :
    HasSum (fun f => (ε f - ε i) * ‖inner ℂ (e f) (U.val (e i))‖ ^ 2) R := by
  have hc := kicked_hamiltonian (R := (R : ℂ)) (m := (m : ℂ)) (by exact_mod_cast hm)
    (by exact_mod_cast hR) hU hW
  obtain ⟨H, hH⟩ : ∃ H, H = hamiltonian (m : ℂ) p W := ⟨_, rfl⟩
  rw [← hH] at hc hsym
  simp only [← hH] at heig
  have h1 : H * U.val = U.val * (H + (m : ℂ)⁻¹ • ∑ j, (k j : ℂ) • p j + (R : ℂ) • 1) := by
    rw [← hc]
    simp [mul_assoc]
  have h2 := LinearMap.congr_fun h1 (e i)
  simp only [Module.End.mul_apply, LinearMap.add_apply, LinearMap.smul_apply,
    LinearMap.sum_apply, Module.End.one_apply, heig] at h2
  have hn : ‖e i‖ = 1 := by
    have h := b.orthonormal.1 i
    rw [he] at h
    exact h
  have hone : inner ℂ (e i) (e i) = (1 : ℂ) := by
    rw [inner_self_eq_norm_sq_to_K, hn]
    simp
  -- mean energy after the kick
  have hmean : inner ℂ (U.val (e i)) (H (U.val (e i))) = (ε i : ℂ) + R := by
    rw [h2, hiso]
    simp only [inner_add_right, inner_smul_right, inner_sum, hp, hone]
    ring
  -- Parseval's identity turns the mean energy into a sum over final states
  have h := (b.hasSum_inner_mul_inner (U.val (e i) : E) (H (U.val (e i)) : E)).sub
    ((b.hasSum_inner_mul_inner (U.val (e i) : E) (U.val (e i) : E)).mul_left (ε i : ℂ))
  have hs : HasSum (fun f =>
      (((ε f - ε i) * ‖inner ℂ (e f) (U.val (e i))‖ ^ 2 : ℝ) : ℂ)) (R : ℂ) := by
    convert h using 1
    · rfl
    · funext f
      rw [he]
      change _ = inner ℂ (U.val (e i)) (e f) * inner ℂ (e f) (H (U.val (e i)))
        - (ε i : ℂ) * (inner ℂ (U.val (e i)) (e f) * inner ℂ (e f) (U.val (e i)))
      have hq : inner ℂ (U.val (e i)) (e f) * inner ℂ (e f) (U.val (e i))
          = ((‖inner ℂ (e f) (U.val (e i))‖ ^ 2 : ℝ) : ℂ) := by
        rw [← inner_conj_symm (U.val (e i)) (e f), mul_comm, Complex.mul_conj,
          Complex.normSq_eq_norm_sq]
      rw [← hsym (e f) (U.val (e i)), heig, inner_smul_left, Complex.conj_ofReal]
      push_cast at hq ⊢
      linear_combination ((ε i : ℂ) - ε f) * hq
    · change _ = inner ℂ (U.val (e i)) (H (U.val (e i)))
        - (ε i : ℂ) * inner ℂ (U.val (e i)) (U.val (e i))
      rw [hmean, hiso, hone]
      ring
  exact Complex.reCLM.hasSum hs

/-- Translation of a polynomial wave function in momentum space, `f(X) ↦ f(X + a)`. -/
def translate (a : ℝ) : Module.End ℝ ℝ[X] where
  toFun f := f.comp (X + C a)
  map_add' f g := by simp
  map_smul' c f := by simp

/-- The kick by `k` in momentum space, `f(X) ↦ f(X - k)`, with its inverse. -/
def boost (k : ℝ) : (Module.End ℝ ℝ[X])ˣ where
  val := translate (-k)
  inv := translate k
  val_inv := by
    refine LinearMap.ext fun f => ?_
    change (f.comp (X + C k)).comp (X + C (-k)) = f
    simp [comp_assoc]
  inv_val := by
    refine LinearMap.ext fun f => ?_
    change (f.comp (X + C (-k))).comp (X + C k) = f
    simp [comp_assoc]

/-- The harmonic potential in momentum space, `-d²/dX²`. -/
def harmonicPotential : Module.End ℝ ℝ[X] := -(derivative ∘ₗ derivative)

/-- On polynomials in the momentum `X`, the boost shifts multiplication by `X` by `k` and
commutes with the harmonic potential. -/
theorem recoil_sum_rule_witness (k : ℝ) :
    IsMomentumKick (boost k) (fun _ : Unit => LinearMap.mulLeft ℝ (X : ℝ[X])) (fun _ => k)
      ∧ Commute (boost k).val harmonicPotential := by
  constructor
  · intro _
    refine LinearMap.ext fun f => ?_
    change (X * f.comp (X + C (-k))).comp (X + C k) = X * f + k • f
    have hX : (X + C (-k)).comp (X + C k) = (X : ℝ[X]) := by simp
    rw [mul_comp, comp_assoc, hX, comp_X, X_comp, smul_eq_C_mul]
    ring
  · refine LinearMap.ext fun f => ?_
    change (-(derivative (derivative f))).comp (X + C (-k))
      = -(derivative (derivative (f.comp (X + C (-k)))))
    simp [derivative_comp]

end

end MoessbauerRecoil
```

```lean
#print axioms MoessbauerRecoil.recoil_sum_rule
#print axioms MoessbauerRecoil.doppler_difference
#print axioms MoessbauerRecoil.spectral_first_moment
```

```
'MoessbauerRecoil.recoil_sum_rule' depends on axioms: [propext, Classical.choice, Quot.sound]
'MoessbauerRecoil.doppler_difference' depends on axioms: [propext, Classical.choice, Quot.sound]
'MoessbauerRecoil.spectral_first_moment' depends on axioms: [propext, Classical.choice, Quot.sound]
```

## How Lean carries the kick through the Hamiltonian

`IsMomentumKick.inverse` obtains the shift by $-k_j$ as above: `h1` sandwiches the kicked momentum between $U$ and $U^{-1}$, and the given relation is then solved for $Up_jU^{-1}$.

The main calculation is `kicked_hamiltonian`. Its step `hsq` is the completed square $(p_j+k_j)^2$; after the products are expanded, `module` collects the scalar multiples. The step `hW'` shows that $W$ is unchanged. `c1` and `c2` turn the prefactor $1/(2m)$ into $1/m$ for the Doppler term and into $R$ for the constant, which is where $m\neq0$ enters.

`oppositely_kicked_hamiltonian` applies this result to $U^{-1}$ and $-k$, with `neg_sq` confirming that $R$ stays the same. In `recoil_sum_rule` both expressions are substituted, and `module` cancels the Doppler terms. `doppler_difference` subtracts them instead, and states the result multiplied by $m$:

$$m(U^{-1}HU-UHU^{-1})=2k\cdot p.$$

For the spectrum, `h1` rewrites the kicked Hamiltonian as $HU=U(H+k\cdot p/m+R)$, and `h2` applies this to the initial state. Together with `hiso` and `hp` it gives `hmean`, the mean energy $\varepsilon_i+R$ after the kick. The sum `h` is the difference of two Parseval expansions, one for $\langle Ui|H|Ui\rangle$ and one for $\varepsilon_i\langle Ui|Ui\rangle$. In `hs` each of its terms is identified with $(\varepsilon_f-\varepsilon_i)|\langle f|U|i\rangle|^2$: `hsym` moves $H$ onto the final state, `heig` replaces it by $\varepsilon_f$, and `hq` recognises the squared modulus. The last line takes real parts.

Finally, `recoil_sum_rule_witness` exhibits a model of the algebraic assumptions for every real $k$. The operators act on real polynomials in the momentum $X$. There $p$ is multiplication by $X$, `boost k` replaces $X$ by $X-k$, and `harmonicPotential` is $-d^2/dX^2$, the square of the position operator in momentum space. Shifting back after multiplying by $X$ produces $X+k$, and derivatives commute with translations. Polynomials are not normalisable wave functions, so this example supports the operator identity and leaves the Hilbert-space assumptions of the spectral theorem aside.
